# With one large and one small radial function, the free Dirac matrices for κ and −κ have different characteristic polynomials when κ and the matrix elements of 1/r and d/dr are nonzero

The lemma `different_bases_distinguish` concerns a free Dirac particle with the electron's mass, in atomic units, with energies counted from the rest energy. The large and small radial components are written P(r)/r and Q(r)/r, and each of P and Q is represented by a single real function, normalised under ∫ dr and vanishing at both ends. The matrix is 2 × 2, with diagonal entries 0 and −2c² and both off-diagonal entries equal to cb. Here b = κρ − d, where ρ = ⟨P|1/r|Q⟩ and d = ⟨P|d/dr|Q⟩. The lemma says that changing κ to −κ while keeping c, ρ and d changes the characteristic polynomial, provided c, κ, ρ and d are all nonzero. The proof supposes the two polynomials equal and compares their values at energy 1, using the auxiliary formula `hv`, by which the value is 1 + 2c² − c²b². Equality would then force c²κρd = 0, against the hypothesis.

The failing Lean file:

```lean
import Mathlib

open Matrix

namespace DifferentBasesDistinguish

noncomputable section

variable {n : Type*} [Fintype n] [DecidableEq n]

/-- Free Dirac matrix in real orthonormal radial bases whose functions vanish at both ends, with
energies counted from the rest energy; `B` couples the small component to the large one. -/
def freeDirac (c : ℝ) (B : Matrix n n ℝ) : Matrix (n ⊕ n) (n ⊕ n) ℝ :=
  fromBlocks 0 (c • B) (c • Bᵀ) ((-(2 * c ^ 2)) • (1 : Matrix n n ℝ))

/-- The characteristic polynomial at energy `E` is the determinant of the free Dirac secular
matrix, with diagonal blocks `E` and `E + 2c²`. -/
theorem eval_charpoly_freeDirac (c : ℝ) (B : Matrix n n ℝ) (E : ℝ) :
    (freeDirac c B).charpoly.eval E =
      (fromBlocks (E • (1 : Matrix n n ℝ)) (-(c • B)) (-(c • Bᵀ))
        ((E + 2 * c ^ 2) • (1 : Matrix n n ℝ))).det := by
  have hs : Matrix.scalar (n ⊕ n) E =
      fromBlocks (E • (1 : Matrix n n ℝ)) 0 0 (E • (1 : Matrix n n ℝ)) := by
    rw [Matrix.scalar_apply, ← smul_one_eq_diagonal, ← fromBlocks_one, fromBlocks_smul]
    simp only [smul_zero]
  rw [Matrix.eval_charpoly, hs, freeDirac, sub_eq_add_neg, fromBlocks_neg, fromBlocks_add]
  congr 1
  congr 1 <;> module

/-- Away from `E = -2c²` the small component can be eliminated, and the characteristic polynomial
becomes the determinant of `E(E + 2c²) - c² B Bᵀ`. -/
theorem eliminate_small (c E : ℝ) (B : Matrix n n ℝ) (hE : E + 2 * c ^ 2 ≠ 0) :
    (freeDirac c B).charpoly.eval E =
      ((E * (E + 2 * c ^ 2)) • (1 : Matrix n n ℝ) - c ^ 2 • (B * Bᵀ)).det := by
  have key : fromBlocks (E • (1 : Matrix n n ℝ)) (-(c • B)) (-(c • Bᵀ))
      ((E + 2 * c ^ 2) • (1 : Matrix n n ℝ)) *
      fromBlocks ((E + 2 * c ^ 2) • (1 : Matrix n n ℝ)) 0 (c • Bᵀ) 1 =
      fromBlocks ((E * (E + 2 * c ^ 2)) • (1 : Matrix n n ℝ) - c ^ 2 • (B * Bᵀ)) (-(c • B)) 0
        ((E + 2 * c ^ 2) • (1 : Matrix n n ℝ)) := by
    rw [fromBlocks_multiply]
    congr 1 <;> simp only [Matrix.smul_mul, Matrix.mul_smul, Matrix.neg_mul, Matrix.one_mul,
      Matrix.mul_one, Matrix.mul_zero] <;> module
  have hd := congrArg Matrix.det key
  rw [det_mul, det_fromBlocks_zero₁₂, det_fromBlocks_zero₂₁, det_one, mul_one] at hd
  rw [eval_charpoly_freeDirac]
  refine mul_right_cancel₀ ?_ hd
  rw [det_smul, det_one, mul_one]
  exact pow_ne_zero _ hE

/-- One large and one small radial function, real, normalised and vanishing at both ends, with
matrix elements `ρ` of `1/r` and `d` of `d/dr` between them give different characteristic
polynomials for `κ` and `-κ`, if `c`, `κ`, `ρ` and `d` are all nonzero. -/
theorem different_bases_distinguish (c κ ρ d : ℝ) (h0 : c * κ * ρ * d ≠ 0) :
    (freeDirac c !![κ * ρ - d]).charpoly ≠ (freeDirac c !![(-κ) * ρ - d]).charpoly := by
  intro h
  have hv : ∀ b : ℝ, (freeDirac c !![b]).charpoly.eval 1 = 1 + 2 * c ^ 2 - c ^ 2 * (b * b) := by
    intro b
    rw [eliminate_small c 1 _ (by positivity), det_fin_one]
    simp [Matrix.mul_apply]
  -- compare the two polynomials at energy one
  have h1 := congrArg (Polynomial.eval 1) h
  rw [hv, hv] at h1
  have h2 : c * (c * κ * ρ * d) = 0 := by linear_combination h1 / 4
  rcases mul_eq_zero.mp h2 with hc | hc
  · exact h0 (by rw [hc]; ring)
  · exact h0 hc

end

end DifferentBasesDistinguish
```

Compiling this gives:

```
Main.lean:56:94: error: unsolved goals
c κ ρ d : ℝ
h0 : c * κ * ρ * d ≠ 0
h : (freeDirac c !![κ * ρ - d]).charpoly = (freeDirac c !![-κ * ρ - d]).charpoly
b : ℝ
⊢ (![b] ᵥ* !![b]ᵀ) 0 = b * b ∨ c = 0
Main.lean:59:10: warning: This simp argument is unused:
  Matrix.mul_apply

Hint: Omit it from the simp argument list.
  [apply] simp

Note: This linter can be disabled with `set_option linter.unusedSimpArgs false`
```

Cause. The error is in the proof of `hv`, where `simp [Matrix.mul_apply]` has to work out the single entry of `!![b] * !![b]ᵀ`. `Matrix.mul_apply` expands an entry of a matrix product into a sum, but `simp` first rewrote the product itself, inside the entry, as a row vector times a matrix. The lemma then had no matrix product to match, which is why the warning calls it unused. `simp` also cancelled the common factor `c ^ 2`, which gave the alternative `c = 0`, and stopped with `(![b] ᵥ* !![b]ᵀ) 0 = b * b` unproved on the other side of the "or". That equation is true, so only the calculation was unfinished.

The repair proves the entry separately, as `hm`. There `rw` applies `Matrix.mul_apply` directly to the product, `Fin.sum_univ_one` reduces the sum to its one term, and `rfl` evaluates the entries. The main step now uses `simp only` with a fixed list of lemmas, so the product stays intact until `hm` replaces its entry by `b * b`, and `ring` finishes the remaining algebra.

After these edits no error is left:

```diff
@@ -56,6 +56,11 @@
   have hv : ∀ b : ℝ, (freeDirac c !![b]).charpoly.eval 1 = 1 + 2 * c ^ 2 - c ^ 2 * (b * b) := by
     intro b
+    have hm : ((!![b] : Matrix (Fin 1) (Fin 1) ℝ) * (!![b] : Matrix (Fin 1) (Fin 1) ℝ)ᵀ) 0 0 =
+        b * b := by
+      rw [Matrix.mul_apply, Fin.sum_univ_one]
+      rfl
     rw [eliminate_small c 1 _ (by positivity), det_fin_one]
-    simp [Matrix.mul_apply]
+    simp only [Matrix.sub_apply, Matrix.smul_apply, hm, Matrix.one_apply_eq, smul_eq_mul]
+    ring
   -- compare the two polynomials at energy one
   have h1 := congrArg (Polynomial.eval 1) h
```
